# Along the segment joining two exponential densities of equal decay rate, the Thomas–Fermi non-additive energy decays more slowly than the squared orbital overlap

Two fragments in a subsystem calculation are moved apart while their densities are held frozen. With a local kinetic functional, the energy of the summed density differs from the sum of the fragment energies, and this non-additive part must fade as the densities separate. A natural yardstick for how fast it fades is the square of the overlap between the fragment orbitals. For two exponential densities with the same decay rate, on the segment joining their centres, the comparison can be carried out exactly enough to settle which quantity decays faster.

## Decay rates from the bond midpoint

Place the centres at \(0\) and \(R\), and let the densities be

\[
a(x)=e^{-kx},\qquad b(x)=e^{-k(R-x)},\qquad 0\le x\le R .
\]

The constant \(k>0\) is the decay rate of the density, twice that of the orbital; a more tightly bound electron has a larger \(k\). For a local energy density \(n^p\), define

\[
I_p(R)=\int_0^R\big[(a+b)^p-a^p-b^p\big]dx,\qquad
S(R)=\int_0^R\sqrt{a}\,\sqrt{b}\,dx .
\]

Thomas–Fermi theory in three dimensions has \(p=5/3\), and this exponent is used here although the integrals run along a line (the functional of a strictly one-dimensional gas has \(p=3\), outside the range treated). The claim for \(1<p<2\) is that \(e^{pkR/2}I_p(R)\) tends to a positive finite limit and that \(I_p/S^2\to\infty\).

**Overlap.** Since \(ab=e^{-kR}\) at every \(x\), the integrand of \(S\) is constant, so \(S=Re^{-kR/2}\) and \(S^2=R^2e^{-kR}\).

**Scaling.** Put \(t=x-R/2\). Then \(a=e^{-kR/2}e^{-kt}\) and \(b=e^{-kR/2}e^{kt}\). The integrand is homogeneous of degree \(p\) in the densities, so

\[
e^{pkR/2}I_p(R)=\int_{-R/2}^{R/2}f(t)\,dt,\qquad
f(t)=(e^{-kt}+e^{kt})^p-e^{-pkt}-e^{pkt}.
\]

All remaining dependence on \(R\) is in the limits of integration.

**Positivity.** For \(a,b>0\) and \(p>1\),

\[
(a+b)^p=a(a+b)^{p-1}+b(a+b)^{p-1}>a^p+b^p,
\]

hence \(f>0\).

**Integrability.** If \(b\le a\) and \(p\le2\), then \((a+b)^{p-2}\le a^{p-2}\), and therefore

\[
(a+b)^p-a^p-b^p\le a^{p-2}\big[(a+b)^2-a^2\big]=a^{p-2}(2ab+b^2)\le 3a^{p-2}ab .
\]

For \(t\ge0\) the larger density in \(f\) is \(e^{kt}\) and the product of the two is \(1\), so \(f(t)\le3e^{-(2-p)kt}\). As \(f\) is even, \(f(t)\le3e^{-(2-p)k|t|}\) everywhere, which is integrable for \(p<2\). The integrals over \([-R/2,R/2]\) therefore converge to \(L=\int_{-\infty}^{\infty}f\,dt\), which is finite and positive.

**Comparison.** Dividing by \(S^2\) gives

\[
\frac{I_p}{S^2}=\big(e^{pkR/2}I_p\big)\,\frac{e^{(1-p/2)kR}}{R^2}\longrightarrow\infty .
\]

For \(p=5/3\) the energy decays as \(e^{-5kR/6}\), and the last factor is \(e^{kR/6}/R^2\).

**Numbers for \(k=1\), \(p=5/3\).** The factor \(e^{R/6}/R^2\) has its minimum at \(R=12\), where it equals \(e^2/144\approx0.051\). At \(R=60\) it is \(e^{10}/3600\approx6.1\). The other factor, \(\int_{-R/2}^{R/2}f\,dt\), increases with \(R\), so \(I_{5/3}/S^2\) grows more than a hundredfold between these separations.

**The limiting exponent \(p=2\).** Here the integrand of \(I_2\) is \(2ab=2e^{-kR}\), so \(I_2=2Re^{-kR}\) and \(I_2/S^2=2/R\to0\). The divergence fails at this endpoint.

In this model, with \(p=5/3\), integration along the segment only, and frozen, equally decaying densities, an estimate of the Thomas–Fermi non-additive energy as a fixed multiple of \(S^2\) would eventually fall below the energy itself, whatever the multiple.

## The model in Lean

```lean
import Mathlib

open Filter Topology MeasureTheory

namespace NonadditiveKineticDecay

noncomputable section
```

The non-additive energy density takes the exponent and the two density values as real numbers. The positive Thomas–Fermi prefactor is omitted; it would rescale the limit without changing the rate.

```lean
/-- Non-additive energy density of two fragment densities `a`, `b` for a local functional with
energy density `n ^ p`. -/
def nonadd (p a b : ℝ) : ℝ := (a + b) ^ p - a ^ p - b ^ p
```

The integral \(I_p(R)\) is `interaction p k R`. It runs along the axis only: the exponent \(5/3\) comes from the three-dimensional functional, but there is no transverse integration, and the regions behind the centres are left out.

```lean
/-- Non-additive energy, on the segment between the centres, of two exponential densities with
decay constant `k` centred at `0` and at `R`. -/
def interaction (p k R : ℝ) : ℝ :=
  ∫ x in (0 : ℝ)..R, nonadd p (Real.exp (-(k * x))) (Real.exp (-(k * (R - x))))
```

The orbitals are the positive square roots of the densities, and \(S(R)\) is `overlap k R`. Both densities equal one at their centres. If each exponential is continued symmetrically behind its centre and normalised to one particle on the line, the densities gain a factor \(k/2\). Then \(I_p\) is multiplied by \((k/2)^p\) and \(S^2\) by \((k/2)^2\), and the dependence on \(R\) is unchanged.

```lean
/-- Overlap, on the segment between the centres, of the orbitals whose squares are the two
exponential densities. -/
def overlap (k R : ℝ) : ℝ :=
  ∫ x in (0 : ℝ)..R, √(Real.exp (-(k * x))) * √(Real.exp (-(k * (R - x))))
```

The function \(f(t)\) is `profile p k t`.

```lean
/-- Non-additive energy density at distance `t` from the bond midpoint, with both fragment
densities scaled to one at the midpoint. -/
def profile (p k t : ℝ) : ℝ := nonadd p (Real.exp (-(k * t))) (Real.exp (k * t))
```

## Bounds on the energy density

Positivity follows the derivation above: `split` writes \(x^p=x\,x^{p-1}\), and `h1` and `h2` compare the powers with exponent \(p-1\).

```lean
/-- For `p > 1` the non-additive energy density of two positive densities is positive. -/
theorem nonadd_pos {p a b : ℝ} (hp : 1 < p) (ha : 0 < a) (hb : 0 < b) :
    0 < nonadd p a b := by
  have split : ∀ x : ℝ, 0 < x → x ^ p = x * x ^ (p - 1) := by
    intro x hx
    have h := Real.rpow_add hx 1 (p - 1)
    rw [show (1 : ℝ) + (p - 1) = p by ring, Real.rpow_one] at h
    exact h
  have h1 : a ^ (p - 1) < (a + b) ^ (p - 1) :=
    Real.rpow_lt_rpow ha.le (by linarith) (by linarith)
  have h2 : b ^ (p - 1) < (a + b) ^ (p - 1) :=
    Real.rpow_lt_rpow hb.le (by linarith) (by linarith)
  unfold nonadd
  rw [split (a + b) (by linarith), split a ha, split b hb]
  nlinarith [mul_pos ha (sub_pos.2 h1), mul_pos hb (sub_pos.2 h2)]
```

For the upper bound, `split` extracts \(x^2\) instead. The inequality `h1` expresses that a power with non-positive exponent does not increase with its base, and `h5` supplies \(b^2\le ab\), multiplied by \(a^{p-2}\).

```lean
/-- For `p ≤ 2`, where `a` is the larger density, the non-additive energy density is at most
`3 a ^ (p - 2)` times the product of the densities. -/
theorem nonadd_le {p a b : ℝ} (hp : p ≤ 2) (hb : 0 < b) (hab : b ≤ a) :
    nonadd p a b ≤ 3 * (a ^ (p - 2) * (a * b)) := by
  have ha : 0 < a := lt_of_lt_of_le hb hab
  have split : ∀ x : ℝ, 0 < x → x ^ p = x ^ 2 * x ^ (p - 2) := by
    intro x hx
    have h := Real.rpow_add hx 2 (p - 2)
    rw [show (2 : ℝ) + (p - 2) = p by ring, Real.rpow_two] at h
    exact h
  have h1 : (a + b) ^ (p - 2) ≤ a ^ (p - 2) :=
    Real.rpow_le_rpow_of_nonpos ha (by linarith) (by linarith)
  have h2 : 0 < a ^ (p - 2) := Real.rpow_pos_of_pos ha _
  have h3 : 0 < b ^ p := Real.rpow_pos_of_pos hb _
  have h4 := mul_le_mul_of_nonneg_left h1 (sq_nonneg (a + b))
  have h5 := mul_nonneg h2.le (mul_nonneg hb.le (sub_nonneg.2 hab))
  unfold nonadd
  rw [split (a + b) (by linarith), split a ha]
  nlinarith
```

## An integrable midpoint profile

Evenness amounts to exchanging the two fragments.

```lean
/-- The midpoint profile is an even function of `t`. -/
theorem profile_neg (p k t : ℝ) : profile p k (-t) = profile p k t := by
  simp only [profile, nonadd, mul_neg, neg_neg]
  rw [add_comm (Real.exp (k * t))]
  ring
```

The step `bound` is the exponential estimate for \(t\ge0\). The majorant is three times the sum of a one-sided exponential, supported on \(t>-1\) so that it covers \(t=0\), and its mirror image. Comparison with it, using continuity of the profile, gives integrability.

```lean
/-- For `1 < p < 2` and `k > 0` the midpoint profile is integrable over the whole line. -/
theorem profile_integrable {p k : ℝ} (hp : 1 < p) (hp2 : p < 2) (hk : 0 < k) :
    Integrable (profile p k) := by
  have hc : 0 < (2 - p) * k := mul_pos (by linarith) hk
  have hcont : Continuous (profile p k) := by
    unfold profile nonadd
    refine Continuous.sub (Continuous.sub ?_ ?_) ?_ <;>
      refine Continuous.rpow_const (by fun_prop) (fun t => Or.inl ?_) <;> positivity
  -- exponential bound on the right half-line
  have bound : ∀ s : ℝ, 0 ≤ s → profile p k s ≤ 3 * Real.exp (-((2 - p) * k) * s) := by
    intro s hs
    have hks : 0 ≤ k * s := mul_nonneg hk.le hs
    have h := nonadd_le hp2.le (Real.exp_pos (-(k * s)))
      (Real.exp_le_exp.2 (show -(k * s) ≤ k * s by linarith))
    have e1 : Real.exp (k * s) * Real.exp (-(k * s)) = 1 := by
      rw [← Real.exp_add, add_neg_cancel, Real.exp_zero]
    have e2 : Real.exp (k * s) ^ (p - 2) = Real.exp (-((2 - p) * k) * s) := by
      rw [← Real.exp_mul]
      congr 1
      ring
    rw [e1, e2, mul_one] at h
    rw [← profile_neg]
    simpa only [profile, mul_neg, neg_neg] using h
  -- an integrable majorant built from a one-sided exponential and its mirror image
  obtain ⟨h, hdef⟩ : ∃ h : ℝ → ℝ, h = Set.indicator (Set.Ioi (-1 : ℝ))
      (fun t => Real.exp (-((2 - p) * k) * t)) := ⟨_, rfl⟩
  have hh : Integrable h := by
    rw [hdef]
    exact (integrable_indicator_iff measurableSet_Ioi).2 (exp_neg_integrableOn_Ioi (-1) hc)
  have hnn : ∀ s, 0 ≤ h s := by
    intro s
    rw [hdef]
    exact Set.indicator_nonneg (fun x _ => (Real.exp_pos _).le) s
  have key : ∀ s : ℝ, 0 ≤ s → profile p k s ≤ 3 * h s := by
    intro s hs
    have hmem : s ∈ Set.Ioi (-1 : ℝ) := Set.mem_Ioi.2 (by linarith)
    rw [hdef, Set.indicator_of_mem hmem]
    exact bound s hs
  refine ((hh.add hh.comp_neg).const_mul 3).mono' hcont.aestronglyMeasurable
    (Eventually.of_forall fun t => ?_)
  have hpos : 0 < profile p k t := nonadd_pos hp (Real.exp_pos _) (Real.exp_pos _)
  rw [Real.norm_of_nonneg hpos.le]
  change profile p k t ≤ 3 * (h t + h (-t))
  rcases le_total 0 t with ht | ht
  · linarith [key t ht, hnn (-t)]
  · have h1 := key (-t) (by linarith)
    rw [profile_neg] at h1
    linarith [hnn t]
```

## The limit at large separation

The pointwise identity `hpt` combines the shift to the midpoint with homogeneity; the change of variable then moves the limits to \(\pm R/2\).

```lean
/-- The non-additive energy times `exp (p k R / 2)` is the integral of the midpoint profile over
the segment between the centres. -/
theorem scaled_interaction (p k R : ℝ) :
    Real.exp (p * k * R / 2) * interaction p k R
      = ∫ t in (-(R / 2))..(R / 2), profile p k t := by
  have hpt : ∀ x : ℝ, Real.exp (p * k * R / 2) *
      nonadd p (Real.exp (-(k * x))) (Real.exp (-(k * (R - x)))) = profile p k (x - R / 2) := by
    intro x
    have e1 : Real.exp (-(k * (x - R / 2))) = Real.exp (k * R / 2) * Real.exp (-(k * x)) := by
      rw [← Real.exp_add]
      congr 1
      ring
    have e2 : Real.exp (k * (x - R / 2))
        = Real.exp (k * R / 2) * Real.exp (-(k * (R - x))) := by
      rw [← Real.exp_add]
      congr 1
      ring
    have e3 : Real.exp (p * k * R / 2) = Real.exp (k * R / 2) ^ p := by
      rw [← Real.exp_mul]
      congr 1
      ring
    -- homogeneity of degree p
    unfold profile nonadd
    rw [e1, e2, e3, ← mul_add, Real.mul_rpow (by positivity) (by positivity),
      Real.mul_rpow (by positivity) (by positivity),
      Real.mul_rpow (by positivity) (by positivity)]
    ring
  unfold interaction
  rw [← intervalIntegral.integral_const_mul]
  simp only [hpt]
  rw [intervalIntegral.integral_comp_sub_right (profile p k) (R / 2),
    show (0 : ℝ) - R / 2 = -(R / 2) by ring, show R - R / 2 = R / 2 by ring]
```

The next theorem states that \(L\) is positive and that the scaled energy converges to it as \(R\to\infty\). Positivity of the integral holds because the profile is positive at every point of the line.

```lean
/-- For `1 < p < 2` and `k > 0` the non-additive energy times `exp (p k R / 2)` tends, at large
separation, to the integral of the midpoint profile over the line, and this limit is positive. -/
theorem interaction_asymptotics {p k : ℝ} (hp : 1 < p) (hp2 : p < 2) (hk : 0 < k) :
    0 < ∫ t, profile p k t ∧
    Tendsto (fun R => Real.exp (p * k * R / 2) * interaction p k R) atTop
      (𝓝 (∫ t, profile p k t)) := by
  have hpos : ∀ t, 0 < profile p k t :=
    fun t => nonadd_pos hp (Real.exp_pos _) (Real.exp_pos _)
  have hint := profile_integrable hp hp2 hk
  constructor
  · rw [integral_pos_iff_support_of_nonneg (fun t => (hpos t).le) hint]
    have hs : Function.support (profile p k) = Set.univ :=
      Set.eq_univ_of_forall fun t => (hpos t).ne'
    rw [hs]
    simp
  · have hb : Tendsto (fun R : ℝ => R / 2) atTop atTop :=
      tendsto_id.atTop_div_const (by norm_num)
    have ha : Tendsto (fun R : ℝ => -(R / 2)) atTop atBot := tendsto_neg_atTop_atBot.comp hb
    exact (intervalIntegral_tendsto_integral hint ha hb).congr
      fun R => (scaled_interaction p k R).symm
```

## Comparison with the squared overlap

The constant integrand gives the overlap in closed form.

```lean
/-- The orbital overlap on the segment is `R exp (-k R / 2)`. -/
theorem overlap_eq (k R : ℝ) : overlap k R = R * Real.exp (-(k * R / 2)) := by
  have h : ∀ x : ℝ, √(Real.exp (-(k * x))) * √(Real.exp (-(k * (R - x))))
      = Real.exp (-(k * R / 2)) := by
    intro x
    rw [← Real.sqrt_mul (Real.exp_pos _).le, ← Real.exp_add,
      show -(k * x) + -(k * (R - x)) = -(k * R / 2) + -(k * R / 2) by ring,
      Real.exp_add, Real.sqrt_mul_self (Real.exp_pos _).le]
  unfold overlap
  simp only [h, intervalIntegral.integral_const, sub_zero, smul_eq_mul]
```

Divergence of the ratio, written as `Tendsto … atTop atTop`, comes from multiplying a function with a positive limit by \(e^{(1-p/2)kR}/R^2\). The auxiliary identity `alg` checks that this product equals the ratio for \(R>0\).

```lean
/-- For `1 < p < 2` and `k > 0` the ratio of the non-additive energy to the squared orbital overlap
grows without bound at large separation. -/
theorem interaction_div_overlap_sq {p k : ℝ} (hp : 1 < p) (hp2 : p < 2) (hk : 0 < k) :
    Tendsto (fun R => interaction p k R / overlap k R ^ 2) atTop atTop := by
  obtain ⟨hL, hlim⟩ := interaction_asymptotics hp hp2 hk
  have hc : 0 < (1 - p / 2) * k := mul_pos (by linarith) hk
  refine (hlim.pos_mul_atTop hL (tendsto_exp_mul_div_rpow_atTop 2 _ hc)).congr' ?_
  filter_upwards [eventually_gt_atTop (0 : ℝ)] with R hR
  have alg : ∀ E I B S : ℝ, E * B * S ^ 2 = 1 → E * I * (B / R ^ 2) * (R * S) ^ 2 = I := by
    intro E I B S h
    have h1 : E * I * (B / R ^ 2) * (R * S) ^ 2 = I * (E * B * S ^ 2) * (R ^ 2 / R ^ 2) := by
      ring
    rw [h1, h, div_self (by positivity), mul_one, mul_one]
  rw [Real.rpow_two, overlap_eq, eq_div_iff (by positivity)]
  apply alg
  rw [pow_two, ← Real.exp_add, ← Real.exp_add, ← Real.exp_add, Real.exp_eq_one_iff]
  ring
```

Setting \(p=5/3\) gives the Thomas–Fermi statement, whose only hypothesis is \(k>0\). It asserts that some positive limit \(L\) exists; the proof takes it from `interaction_asymptotics`, where it is the integral of the profile.

```lean
/-- Thomas-Fermi case `p = 5/3`, with `k > 0`: the non-additive kinetic energy times `exp (5 k R /
6)` has a positive finite limit, and its ratio to the squared orbital overlap diverges. -/
theorem thomasFermi_decay {k : ℝ} (hk : 0 < k) :
    (∃ L : ℝ, 0 < L ∧
      Tendsto (fun R => Real.exp (5 * k * R / 6) * interaction (5 / 3) k R) atTop (𝓝 L)) ∧
    Tendsto (fun R => interaction (5 / 3) k R / overlap k R ^ 2) atTop atTop := by
  obtain ⟨hL, hlim⟩ := interaction_asymptotics (p := 5 / 3) (by norm_num) (by norm_num) hk
  refine ⟨⟨_, hL, hlim.congr fun R => ?_⟩,
    interaction_div_overlap_sq (by norm_num) (by norm_num) hk⟩
  rw [show 5 / 3 * k * R / 2 = 5 * k * R / 6 by ring]
```

The quadratic case computes `interaction 2 k R` explicitly and reduces the ratio to \(2/R\).

```lean
/-- For the quadratic functional `p = 2` the ratio of the non-additive energy to the squared
orbital overlap tends to zero. -/
theorem quadratic_div_overlap_sq (k : ℝ) :
    Tendsto (fun R => interaction 2 k R / overlap k R ^ 2) atTop (𝓝 0) := by
  have hI : ∀ R : ℝ, interaction 2 k R = R * (2 * Real.exp (-(k * R / 2)) ^ 2) := by
    intro R
    have h : ∀ x : ℝ, nonadd 2 (Real.exp (-(k * x))) (Real.exp (-(k * (R - x))))
        = 2 * Real.exp (-(k * R / 2)) ^ 2 := by
      intro x
      have e : Real.exp (-(k * x)) * Real.exp (-(k * (R - x)))
          = Real.exp (-(k * R / 2)) ^ 2 := by
        rw [pow_two, ← Real.exp_add, ← Real.exp_add]
        congr 1
        ring
      unfold nonadd
      rw [← e, Real.rpow_two, Real.rpow_two, Real.rpow_two]
      ring
    unfold interaction
    simp only [h, intervalIntegral.integral_const, sub_zero, smul_eq_mul]
  have hlim : Tendsto (fun R : ℝ => 2 / R) atTop (𝓝 0) :=
    tendsto_const_nhds.div_atTop tendsto_id
  refine hlim.congr' ?_
  filter_upwards [eventually_gt_atTop (0 : ℝ)] with R hR
  rw [hI, overlap_eq]
  have hS := Real.exp_pos (-(k * R / 2))
  generalize Real.exp (-(k * R / 2)) = S at hS ⊢
  rw [div_eq_div_iff hR.ne' (by positivity)]
  ring

end

end NonadditiveKineticDecay
```

```lean
#print axioms NonadditiveKineticDecay.thomasFermi_decay
#print axioms NonadditiveKineticDecay.quadratic_div_overlap_sq
```

```
'NonadditiveKineticDecay.thomasFermi_decay' depends on axioms: [propext, Classical.choice, Quot.sound]
'NonadditiveKineticDecay.quadratic_div_overlap_sq' depends on axioms: [propext, Classical.choice, Quot.sound]
```
